# Hole and pairing blocks of the generalised density matrix built from a Bogoliubov matrix and real occupations

With finitely many modes, let `W` be a Bogoliubov matrix, that is, a unitary matrix unchanged by complex conjugation combined with the exchange of particle and hole labels. For real numbers f, one per mode and not required to lie between 0 and 1, the generalised density matrix is R = W diag(f, 1 − f) Wᴴ. The lemma `density_blocks` states that the hole block of R is the identity minus the entrywise complex conjugate of the particle block, and that the upper-right block, which holds the pairing amplitudes, is antisymmetric. The attempt reads both claims entry by entry from the particle-hole relation `phConj_density`, adding the hermiticity of R for the second, and closes each with `linear_combination`.

The failing Lean file:

```lean
import Mathlib

open Matrix

namespace DensityBlocks

noncomputable section

variable {n : Type*} [Fintype n] [DecidableEq n]

/-- The block swap `S`, which exchanges the particle and hole halves of Nambu space. -/
def blockSwap (n : Type*) [DecidableEq n] : Matrix (n ⊕ n) (n ⊕ n) ℂ :=
  fromBlocks 0 1 1 0

/-- Particle-hole conjugation `M ↦ S conj(M) S`. -/
def phConj (M : Matrix (n ⊕ n) (n ⊕ n) ℂ) : Matrix (n ⊕ n) (n ⊕ n) ℂ :=
  blockSwap n * M.map star * blockSwap n

/-- A Bogoliubov matrix is unitary and invariant under particle-hole conjugation. -/
def IsBogoliubov (W : Matrix (n ⊕ n) (n ⊕ n) ℂ) : Prop :=
  W ∈ unitaryGroup (n ⊕ n) ℂ ∧ phConj W = W

/-- The diagonal matrix `diag(f, 1 - f)` of quasiparticle occupations. -/
def occupation (f : n → ℝ) : Matrix (n ⊕ n) (n ⊕ n) ℂ :=
  diagonal (Sum.elim (fun k => (f k : ℂ)) (fun k => 1 - (f k : ℂ)))

/-- The generalised density matrix `R = W diag(f, 1 - f) Wᴴ`. -/
def density (W : Matrix (n ⊕ n) (n ⊕ n) ℂ) (f : n → ℝ) : Matrix (n ⊕ n) (n ⊕ n) ℂ :=
  W * occupation f * Wᴴ

/-- Entry by entry, particle-hole conjugation exchanges particle and hole labels and
takes the complex conjugate. -/
theorem phConj_apply (M : Matrix (n ⊕ n) (n ⊕ n) ℂ) (i j : n ⊕ n) :
    phConj M i j = star (M i.swap j.swap) := by
  rcases i with a | a <;> rcases j with b | b <;>
    simp [phConj, blockSwap, Matrix.mul_apply, Fintype.sum_sum_type, Matrix.one_apply]

/-- Particle-hole conjugation respects products. -/
theorem phConj_mul (A B : Matrix (n ⊕ n) (n ⊕ n) ℂ) :
    phConj (A * B) = phConj A * phConj B := by
  ext i j
  simp only [phConj_apply, Matrix.mul_apply, star_sum, star_mul']
  exact (Equiv.sum_comp (Equiv.sumComm n n)
    (fun x => star (A i.swap x) * star (B x j.swap))).symm

/-- Particle-hole conjugation turns the occupations `diag(f, 1 - f)` into their complement. -/
theorem phConj_occupation (f : n → ℝ) : phConj (occupation f) = 1 - occupation f := by
  ext i j
  rcases i with a | a <;> rcases j with b | b <;> by_cases h : a = b <;>
    simp [phConj_apply, occupation, h]

/-- For a Bogoliubov matrix `W` and real `f`, the generalised density matrix obeys
`S conj(R) S = 1 - R`. -/
theorem phConj_density {W : Matrix (n ⊕ n) (n ⊕ n) ℂ} (hW : IsBogoliubov W) (f : n → ℝ) :
    phConj (density W f) = 1 - density W f := by
  have hWW : W * Wᴴ = 1 := mem_unitaryGroup_iff.mp hW.1
  have hH : phConj Wᴴ = Wᴴ := by
    conv_rhs => rw [← hW.2]
    ext i j
    simp [phConj_apply, conjTranspose_apply]
  rw [density, phConj_mul, phConj_mul, hH, hW.2, phConj_occupation, mul_sub, sub_mul,
    mul_one, hWW]

/-- For a Bogoliubov matrix `W`, the hole block of `R` is one minus the conjugate of the
particle block, and the pairing block is antisymmetric. -/
theorem density_blocks {W : Matrix (n ⊕ n) (n ⊕ n) ℂ} (hW : IsBogoliubov W) (f : n → ℝ) :
    (density W f).toBlocks₂₂ = 1 - (density W f).toBlocks₁₁.map star ∧
      (density W f).toBlocks₁₂ᵀ = -(density W f).toBlocks₁₂ := by
  have h := phConj_density hW f
  have hD : (occupation f)ᴴ = occupation f := by
    rw [occupation, diagonal_conjTranspose]
    congr 1
    funext i
    rcases i with k | k <;> simp
  have hR : (density W f)ᴴ = density W f := by
    rw [density, conjTranspose_mul, conjTranspose_mul, conjTranspose_conjTranspose, hD,
      mul_assoc]
  constructor
  · ext i j
    have e := congrFun (congrFun h (Sum.inr i)) (Sum.inr j)
    rw [phConj_apply, Matrix.sub_apply] at e
    have o : (1 : Matrix (n ⊕ n) (n ⊕ n) ℂ) (Sum.inr i) (Sum.inr j)
        = (1 : Matrix n n ℂ) i j := by simp [Matrix.one_apply]
    rw [o] at e
    change density W f (Sum.inr i) (Sum.inr j)
      = (1 : Matrix n n ℂ) i j - star (density W f (Sum.inl i) (Sum.inl j))
    simp only [Sum.swap_inr] at e
    linear_combination -e
  · ext i j
    -- hermiticity relates the two off-diagonal blocks
    have e := congrFun (congrFun h (Sum.inl j)) (Sum.inr i)
    have g := congrFun (congrFun hR (Sum.inl i)) (Sum.inr j)
    rw [conjTranspose_apply] at g
    rw [phConj_apply, Matrix.sub_apply, Matrix.one_apply_ne (by simp)] at e
    simp only [Sum.swap_inl, Sum.swap_inr] at e
    change density W f (Sum.inl j) (Sum.inr i) = -density W f (Sum.inl i) (Sum.inr j)
    linear_combination g - e

end

end DensityBlocks
```

The compiler's answer:

```
Main.lean:88:4: error: ring failed, ring expressions not equal
n : Type u_1
inst✝¹ : Fintype n
inst✝ : DecidableEq n
W : Matrix (n ⊕ n) (n ⊕ n) ℂ
hW : IsBogoliubov W
f : n → ℝ
h : phConj (density W f) = 1 - density W f
hD : (occupation f)ᴴ = occupation f
hR : (density W f)ᴴ = density W f
i j : n
e : star (density W f (Sum.inl i) (Sum.inl j)) = 1 i j - density W f (Sum.inr i) (Sum.inr j)
o : 1 (Sum.inr i) (Sum.inr j) = 1 i j
⊢ density W f (Sum.inr i) (Sum.inr j) * 2 + star (density W f (Sum.inl i) (Sum.inl j)) * 2 - 1 i j * 2 = 0
Main.lean:97:4: error: ring failed, ring expressions not equal
n : Type u_1
inst✝¹ : Fintype n
inst✝ : DecidableEq n
W : Matrix (n ⊕ n) (n ⊕ n) ℂ
hW : IsBogoliubov W
f : n → ℝ
h : phConj (density W f) = 1 - density W f
hD : (occupation f)ᴴ = occupation f
hR : (density W f)ᴴ = density W f
i j : n
e : star (density W f (Sum.inr j) (Sum.inl i)) = 0 - density W f (Sum.inl j) (Sum.inr i)
g : star (density W f (Sum.inr j) (Sum.inl i)) = density W f (Sum.inl i) (Sum.inr j)
⊢ density W f (Sum.inl j) (Sum.inr i) * 2 + density W f (Sum.inl i) (Sum.inr j) * 2 = 0
```

Lean accepts the file once it reads:

```diff
@@ -86,5 +86,5 @@
       = (1 : Matrix n n ℂ) i j - star (density W f (Sum.inl i) (Sum.inl j))
     simp only [Sum.swap_inr] at e
-    linear_combination -e
+    linear_combination e
   · ext i j
     -- hermiticity relates the two off-diagonal blocks
@@ -95,5 +95,5 @@
     simp only [Sum.swap_inl, Sum.swap_inr] at e
     change density W f (Sum.inl j) (Sum.inr i) = -density W f (Sum.inl i) (Sum.inr j)
-    linear_combination g - e
+    linear_combination e - g
 
 end
```

Cause. Both messages say that `ring` could not prove the identity left by `linear_combination`. That tactic subtracts the proposed combination of hypotheses from the goal, left side minus right side, and asks `ring` to show that the result is zero. In both places the combination had the wrong overall sign, so the terms doubled instead of cancelling, which is where the factors of 2 in the messages come from.

In the first part, the goal and `e` have the same difference of sides, namely the hole entry plus the conjugated particle entry minus the identity entry. The coefficient of `e` must therefore be 1, and `linear_combination e` closes the goal.

In the second part, the goal's difference is the sum of the pairing entries at (j, i) and (i, j). Subtracting `g` from `e` cancels the conjugated entry they share and leaves exactly this sum, whereas `g - e` gives its negative. Hence `linear_combination e - g` works.
